# Static RPA screening with positive transition energies never raises a charge distribution's self-interaction

Let $C$ and $M$ be real rectangular matrices with the same number of rows, and let $D$ be a diagonal matrix of positive transition energies $D_i$. Define

$$v = CC^T,\qquad \chi_0 = -4\,M D^{-1} M^T,\qquad \Pi = C^T\chi_0 C .$$

Then $1-\Pi$ is positive definite, $1-v\chi_0$ is invertible, and the screened interaction satisfies

$$W = (1-v\chi_0)^{-1}v = C\,(1-\Pi)^{-1}C^T .$$

Both $W$ and $v-W$ are positive semidefinite. For a charge vector $x$, the screened and bare self-interactions $x\cdot Wx$ and $x\cdot vx$ agree exactly when $M^T v x = 0$, that is, when the bare potential of $x$ drives no transition.

Here $v$ is the bare Coulomb matrix in a finite basis, and the columns of $M$ hold the expansion coefficients of the transition densities between occupied and empty orbitals. Screening $v$ with the independent-particle response $\chi_0$ in this way is the random-phase approximation (RPA). The factor 4 is the one for real orbitals in a closed shell: a factor 2 from spin and a factor 2 from the resonant and antiresonant terms, which coincide at zero frequency. When the sum runs over all pairs of an occupied and an empty orbital, positive $D_i$ means that the lowest empty level lies above the highest occupied one, so there is a gap.

In the Bethe–Salpeter equation $W$ supplies the direct electron–hole attraction. For a finite real basis and a static independent-particle response with positive transition energies, the result places the self-interaction under $W$ of any charge distribution in the basis between zero and its bare value. It does not say that screening weakens every matrix element of the electron–hole attraction, because those elements couple two different densities.

## From transition couplings to the factorised interaction

Take a vector $y$ in the space on which $\Pi$ acts. Moving $C$ and then $M$ onto the left vector gives

$$y\cdot\Pi y = (Cy)\cdot\chi_0(Cy) = -4\sum_i \frac{(M^TCy)_i^2}{D_i} .$$

Each term of the sum is non-negative, so

$$y\cdot(1-\Pi)y = |y|^2 + 4\sum_i \frac{(M^TCy)_i^2}{D_i} \ge |y|^2 .$$

This is positive for $y\neq 0$. Since $\chi_0$ is symmetric, so is $\Pi$, and $1-\Pi$ is positive definite.

The dielectric matrix $1-v\chi_0$ is in general not symmetric, so its invertibility is obtained from a determinant. Sylvester's identity $\det(1-AB)=\det(1-BA)$, with $A=C$ and $B=C^T\chi_0$, gives

$$\det(1-v\chi_0) = \det(1-\Pi) > 0 .$$

The two matrices are also linked by

$$(1-v\chi_0)C = C - CC^T\chi_0C = C(1-\Pi).$$

Multiplying on the right by $(1-\Pi)^{-1}C^T$ yields

$$(1-v\chi_0)\,C(1-\Pi)^{-1}C^T = CC^T = v ,$$

and multiplying on the left by $(1-v\chi_0)^{-1}$ gives the factorised form of $W$. It shows that $W$ is symmetric, and that

$$x\cdot Wx = (C^Tx)\cdot(1-\Pi)^{-1}(C^Tx)\ge 0 ,$$

because the inverse of a positive definite matrix is positive definite.

## The energy removed by screening

Given $x$, let $y$ solve $(1-\Pi)y = C^Tx$. Then $Wx = Cy$, while $vx = CC^Tx = C(y-\Pi y)$. Subtracting,

$$x\cdot(v-W)x = -x\cdot C\Pi y = -(C^Tx)\cdot\Pi y = -(y-\Pi y)\cdot\Pi y .$$

Inserting the quadratic form of $\Pi$,

$$x\cdot(v-W)x = 4\sum_i\frac{(M^TCy)_i^2}{D_i} + |\Pi y|^2 \ge 0 .$$

Since $v-W$ is symmetric, it is positive semidefinite.

Suppose the left side vanishes. Then both terms on the right vanish. From $\Pi y=0$ follows $y=C^Tx$, and from the vanishing sum follows $M^TCy=0$. Together these say $M^TCC^Tx = M^Tvx = 0$.

Conversely, suppose $M^Tvx=0$. Then $\Pi C^Tx = C^T\chi_0vx = 0$, so $y=C^Tx$ solves the equation for $y$. Both terms on the right are then zero.

The ordering concerns quadratic forms. Taking $x$ to be a basis vector gives $W_{ii}\le v_{ii}$ for the diagonal entries, but an off-diagonal entry of $W$ may be larger than the corresponding entry of $v$.

## Basis functions, Coulomb factors and transitions as index types

The Lean development uses three independent finite index types: `n` for basis functions, `k` for the columns of the Coulomb factor, and `t` for transitions.

```lean
import Mathlib

open Matrix

namespace StaticScreenedKernel

noncomputable section

variable {n k t : Type*} [Fintype n] [DecidableEq n] [Fintype k] [DecidableEq k]
  [Fintype t] [DecidableEq t]
```

The bare interaction enters only through its factor `C`, which need not be square or of full rank. Nothing specific to $1/r$ is used.

```lean
/-- The bare Coulomb matrix `v = C Cᵀ`, built from its factor `C`. -/
def coulomb (C : Matrix n k ℝ) : Matrix n n ℝ := C * Cᵀ
```

The transition energies are a function `D : t → ℝ`, and `diagonal` turns their reciprocals into $D^{-1}$. The matrix `M` is arbitrary; no orbitals or Hamiltonian are specified from which it would be computed.

```lean
/-- The static independent-particle response `χ₀ = -4 M D⁻¹ Mᵀ`, with transition densities in the
columns of `M` and nonzero transition energies `D`. -/
def response (M : Matrix n t ℝ) (D : t → ℝ) : Matrix n n ℝ :=
  (-4 : ℝ) • (M * diagonal (fun i => (D i)⁻¹) * Mᵀ)
```

The matrix $\Pi$ acts on the factor space indexed by `k`.

```lean
/-- The response seen through the Coulomb factor, `Π = Cᵀ χ₀ C`, for nonzero transition
energies `D`. -/
def polarization (C : Matrix n k ℝ) (M : Matrix n t ℝ) (D : t → ℝ) : Matrix k k ℝ :=
  Cᵀ * response M D * C
```

The screened interaction is defined through the dielectric matrix, so the factorised form remains something to prove. Lean's matrix inverse is defined for singular matrices too, and the invertibility theorem below ensures that a true inverse is meant here.

```lean
/-- The statically screened interaction `W = (1 - v χ₀)⁻¹ v`, for an invertible dielectric
matrix `1 - v χ₀`. -/
def screened (v χ : Matrix n n ℝ) : Matrix n n ℝ := (1 - v * χ)⁻¹ * v
```

All matrices are real and finite, and the response is static. Frequency dependence, complex Bloch orbitals, gapless systems and the basis-set limit are not covered, nor are the Bethe–Salpeter Hamiltonian and its exciton energies.

## Positivity in the factor space

In Lean, `*ᵥ` applies a matrix to a vector and `⬝ᵥ` is the dot product. The first theorem is the formula for $y\cdot\Pi y$. Its rewriting chain moves `C` and `M` to the left vector, as above, and the remaining equality is checked transition by transition.

```lean
omit [DecidableEq n] [DecidableEq k] in
/-- The quadratic form of `Π` is minus four times a sum over transitions of squared couplings
divided by the nonzero transition energies. -/
theorem polarization_quadratic (C : Matrix n k ℝ) (M : Matrix n t ℝ) (D : t → ℝ) (y : k → ℝ) :
    y ⬝ᵥ (polarization C M D *ᵥ y) = -4 * ∑ i, (Mᵀ *ᵥ (C *ᵥ y)) i ^ 2 / D i := by
  -- move the Coulomb factor, then the transition densities, onto the left vector
  rw [polarization, ← mulVec_mulVec, ← mulVec_mulVec, dotProduct_mulVec, vecMul_transpose,
    response, smul_mulVec, dotProduct_smul, ← mulVec_mulVec, ← mulVec_mulVec,
    dotProduct_mulVec, ← mulVec_transpose, smul_eq_mul]
  congr 1
  simp only [dotProduct, mulVec_diagonal]
  refine Finset.sum_congr rfl fun i _ => ?_
  ring
```

`PosDef` asks for symmetry and for a positive quadratic form on nonzero vectors. The first follows from the symmetry of $\Pi$, which is `hP`. For the second, `h2` states that the squared length is positive and `h3` that the transition sum is non-negative; `linarith` adds them. The vector called `x` in this proof lives in the factor space and plays the part of $y$ in the derivation. The hypothesis `hD` is the gap condition $D_i>0$.

```lean
omit [DecidableEq n] in
/-- For positive transition energies the matrix `1 - Π` is positive definite. -/
theorem one_sub_polarization_posDef (C : Matrix n k ℝ) (M : Matrix n t ℝ) {D : t → ℝ}
    (hD : ∀ i, 0 < D i) : (1 - polarization C M D).PosDef := by
  have hP : (polarization C M D).IsHermitian := by
    rw [IsHermitian, conjTranspose_eq_transpose_of_trivial]
    simp [polarization, response, transpose_mul, Matrix.mul_assoc]
  refine posDef_iff_dotProduct_mulVec.mpr ⟨isHermitian_one.sub hP, fun x hx => ?_⟩
  have h0 : 0 ≤ x ⬝ᵥ x := Finset.sum_nonneg fun i _ => mul_self_nonneg (x i)
  have h1 : x ⬝ᵥ x ≠ 0 := fun h => hx (dotProduct_self_eq_zero.mp h)
  have h2 : 0 < x ⬝ᵥ x := lt_of_le_of_ne h0 (Ne.symm h1)
  have h3 : 0 ≤ ∑ i, (Mᵀ *ᵥ (C *ᵥ x)) i ^ 2 / D i :=
    Finset.sum_nonneg fun i _ => div_nonneg (sq_nonneg _) (hD i).le
  rw [star_trivial, sub_mulVec, one_mulVec, dotProduct_sub, polarization_quadratic]
  linarith
```

## Invertibility and factorisation of the screened interaction

`IsUnit` says that the dielectric matrix has a two-sided inverse. The equality `h` of determinants is Sylvester's identity, and positive definiteness of $1-\Pi$ makes the common determinant positive.

```lean
/-- For positive transition energies the static dielectric matrix `1 - v χ₀` is invertible. -/
theorem dielectric_isUnit (C : Matrix n k ℝ) (M : Matrix n t ℝ) {D : t → ℝ}
    (hD : ∀ i, 0 < D i) : IsUnit (1 - coulomb C * response M D) := by
  -- Sylvester's identity: both matrices have the same determinant
  have h : (1 - coulomb C * response M D).det = (1 - polarization C M D).det := by
    rw [coulomb, polarization, Matrix.mul_assoc C, det_one_sub_mul_comm C]
  rw [isUnit_iff_isUnit_det, h]
  exact (one_sub_polarization_posDef C M hD).det_pos.ne'.isUnit
```

In the next proof `h1` is the relation $(1-v\chi_0)C=C(1-\Pi)$, and `h2` is its consequence that the dielectric matrix maps the factorised expression to $v$. The final calculation cancels the dielectric matrix against its inverse.

```lean
/-- For positive transition energies the screened interaction factorises as
`W = C (1 - Π)⁻¹ Cᵀ`. -/
theorem screened_eq (C : Matrix n k ℝ) (M : Matrix n t ℝ) {D : t → ℝ} (hD : ∀ i, 0 < D i) :
    screened (coulomb C) (response M D) = C * (1 - polarization C M D)⁻¹ * Cᵀ := by
  have hA : IsUnit (1 - polarization C M D).det :=
    (one_sub_polarization_posDef C M hD).det_pos.ne'.isUnit
  have hE := (isUnit_iff_isUnit_det _).mp (dielectric_isUnit C M hD)
  -- the Coulomb factor intertwines the two dielectric matrices
  have h1 : (1 - coulomb C * response M D) * C = C * (1 - polarization C M D) := by
    simp only [coulomb, polarization, Matrix.sub_mul, Matrix.mul_sub, Matrix.one_mul,
      Matrix.mul_one, Matrix.mul_assoc]
  have h2 : (1 - coulomb C * response M D) * (C * (1 - polarization C M D)⁻¹ * Cᵀ)
      = coulomb C := by
    rw [← Matrix.mul_assoc, ← Matrix.mul_assoc, h1, Matrix.mul_assoc C,
      mul_nonsing_inv _ hA, Matrix.mul_one, coulomb]
  calc screened (coulomb C) (response M D)
      = (1 - coulomb C * response M D)⁻¹ * ((1 - coulomb C * response M D) *
          (C * (1 - polarization C M D)⁻¹ * Cᵀ)) := by rw [h2, screened]
    _ = _ := nonsing_inv_mul_cancel_left _ _ hE
```

## Screening deficit and the two semidefinite bounds

The formula for $x\cdot(v-W)x$ is stated for any `y` satisfying the linear equation `hy`, so the inverse of $1-\Pi$ does not appear in its statement. The steps `hW`, `hv` and `hu` are $Wx=Cy$, $vx=CC^Tx$ and $C^Tx=y-\Pi y$. The last rewriting inserts the quadratic form of $\Pi$.

```lean
/-- For positive transition energies, if `y` solves `(1 - Π) y = Cᵀ x`, then screening lowers the
quadratic form of the interaction at `x` by a sum over transitions plus the squared length
of `Π y`. -/
theorem screening_deficit (C : Matrix n k ℝ) (M : Matrix n t ℝ) {D : t → ℝ}
    (hD : ∀ i, 0 < D i) (x : n → ℝ) (y : k → ℝ)
    (hy : (1 - polarization C M D) *ᵥ y = Cᵀ *ᵥ x) :
    x ⬝ᵥ ((coulomb C - screened (coulomb C) (response M D)) *ᵥ x) =
      4 * ∑ i, (Mᵀ *ᵥ (C *ᵥ y)) i ^ 2 / D i
        + (polarization C M D *ᵥ y) ⬝ᵥ (polarization C M D *ᵥ y) := by
  have hA : IsUnit (1 - polarization C M D).det :=
    (one_sub_polarization_posDef C M hD).det_pos.ne'.isUnit
  have hB : (1 - polarization C M D)⁻¹ *ᵥ (Cᵀ *ᵥ x) = y := by
    rw [← hy, mulVec_mulVec, nonsing_inv_mul _ hA, one_mulVec]
  have hW : screened (coulomb C) (response M D) *ᵥ x = C *ᵥ y := by
    rw [screened_eq C M hD, ← mulVec_mulVec, ← mulVec_mulVec, hB]
  have hv : coulomb C *ᵥ x = C *ᵥ (Cᵀ *ᵥ x) := by rw [coulomb, mulVec_mulVec]
  have hu : Cᵀ *ᵥ x = y - polarization C M D *ᵥ y := by rw [← hy, sub_mulVec, one_mulVec]
  have hs : y - polarization C M D *ᵥ y - y = -(polarization C M D *ᵥ y) := by abel
  rw [sub_mulVec, hW, hv, ← mulVec_sub, dotProduct_mulVec, ← mulVec_transpose, hu, hs,
    dotProduct_neg, sub_dotProduct, polarization_quadratic]
  ring
```

The main theorem collects the five assertions in one conjunction. `PosSemidef` again includes symmetry. For $W$ it follows from the factorised form, since multiplying a positive semidefinite matrix by $C$ on the left and $C^T$ on the right preserves that property. For $v-W$, the proof takes $y=(1-\Pi)^{-1}C^Tx$ in the deficit formula and observes that both terms are non-negative.

```lean
/-- For positive transition energies, `1 - Π` is positive definite, the dielectric matrix is
invertible, `W = C (1 - Π)⁻¹ Cᵀ`, and both `W` and `v - W` are positive semidefinite. -/
theorem static_screening (C : Matrix n k ℝ) (M : Matrix n t ℝ) {D : t → ℝ}
    (hD : ∀ i, 0 < D i) :
    (1 - polarization C M D).PosDef ∧
    IsUnit (1 - coulomb C * response M D) ∧
    screened (coulomb C) (response M D) = C * (1 - polarization C M D)⁻¹ * Cᵀ ∧
    (screened (coulomb C) (response M D)).PosSemidef ∧
    (coulomb C - screened (coulomb C) (response M D)).PosSemidef := by
  have hA := one_sub_polarization_posDef C M hD
  have hW : (screened (coulomb C) (response M D)).PosSemidef := by
    have h := hA.inv.posSemidef.mul_mul_conjTranspose_same C
    rw [conjTranspose_eq_transpose_of_trivial] at h
    rwa [screened_eq C M hD]
  have hv : (coulomb C).IsHermitian := by
    rw [IsHermitian, conjTranspose_eq_transpose_of_trivial, coulomb, transpose_mul,
      transpose_transpose]
  refine ⟨hA, dielectric_isUnit C M hD, screened_eq C M hD, hW,
    PosSemidef.of_dotProduct_mulVec_nonneg (hv.sub hW.isHermitian) fun x => ?_⟩
  -- the deficit is a sum of squares
  rw [star_trivial, screening_deficit C M hD x ((1 - polarization C M D)⁻¹ *ᵥ (Cᵀ *ᵥ x))
    (by rw [mulVec_mulVec, mul_nonsing_inv _ hA.det_pos.ne'.isUnit, one_mulVec])]
  exact add_nonneg
    (mul_nonneg (by norm_num)
      (Finset.sum_nonneg fun i _ => div_nonneg (sq_nonneg _) (hD i).le))
    (Finset.sum_nonneg fun i _ => mul_self_nonneg _)
```

## Charges that are not screened

The last theorem is the equality case, an equivalence for each fixed `x`. In the forward direction, `hp` and `hs` record that $\Pi y$ and the transition sum vanish. A vanishing sum of non-negative terms has only zero terms, and since $D_i\neq0$ each coupling $(M^TCy)_i$ is zero. In the reverse direction, the vanishing couplings give $\Pi C^Tx=0$, and the deficit formula with $y=C^Tx$ finishes the proof.

```lean
/-- For positive transition energies, a charge vector `x` has equal screened and bare
self-interaction exactly when its bare potential `v x` couples to no transition. -/
theorem unscreened_iff (C : Matrix n k ℝ) (M : Matrix n t ℝ) {D : t → ℝ}
    (hD : ∀ i, 0 < D i) (x : n → ℝ) :
    x ⬝ᵥ (screened (coulomb C) (response M D) *ᵥ x) = x ⬝ᵥ (coulomb C *ᵥ x) ↔
      Mᵀ *ᵥ (coulomb C *ᵥ x) = 0 := by
  have hA := one_sub_polarization_posDef C M hD
  have hv : coulomb C *ᵥ x = C *ᵥ (Cᵀ *ᵥ x) := by rw [coulomb, mulVec_mulVec]
  constructor
  · intro h
    obtain ⟨y, hy⟩ : ∃ y, (1 - polarization C M D) *ᵥ y = Cᵀ *ᵥ x :=
      ⟨(1 - polarization C M D)⁻¹ *ᵥ (Cᵀ *ᵥ x), by
        rw [mulVec_mulVec, mul_nonsing_inv _ hA.det_pos.ne'.isUnit, one_mulVec]⟩
    have hd := screening_deficit C M hD x y hy
    rw [sub_mulVec, dotProduct_sub, h, sub_self] at hd
    have h1 : ∀ i ∈ Finset.univ, 0 ≤ (Mᵀ *ᵥ (C *ᵥ y)) i ^ 2 / D i :=
      fun i _ => div_nonneg (sq_nonneg _) (hD i).le
    have h2 := Finset.sum_nonneg h1
    have h3 : 0 ≤ (polarization C M D *ᵥ y) ⬝ᵥ (polarization C M D *ᵥ y) :=
      Finset.sum_nonneg fun i _ => mul_self_nonneg _
    -- both non-negative parts of the deficit vanish
    have hp : polarization C M D *ᵥ y = 0 := dotProduct_self_eq_zero.mp (by linarith)
    have hs : ∑ i, (Mᵀ *ᵥ (C *ᵥ y)) i ^ 2 / D i = 0 := by linarith
    rw [sub_mulVec, one_mulVec, hp, sub_zero] at hy
    rw [hv, ← hy]
    funext i
    have hi := (Finset.sum_eq_zero_iff_of_nonneg h1).mp hs i (Finset.mem_univ i)
    rcases div_eq_zero_iff.mp hi with h4 | h4
    · exact pow_eq_zero_iff (two_ne_zero) |>.mp h4
    · exact absurd h4 (hD i).ne'
  · intro h
    rw [hv] at h
    have hp : polarization C M D *ᵥ (Cᵀ *ᵥ x) = 0 := by
      rw [polarization, ← mulVec_mulVec, ← mulVec_mulVec, response, smul_mulVec,
        ← mulVec_mulVec, ← mulVec_mulVec, h, mulVec_zero, mulVec_zero, smul_zero, mulVec_zero]
    have hd := screening_deficit C M hD x (Cᵀ *ᵥ x)
      (by rw [sub_mulVec, one_mulVec, hp, sub_zero])
    rw [hp, h, sub_mulVec, dotProduct_sub] at hd
    simp at hd
    linarith

end

end StaticScreenedKernel
```

```lean
#print axioms StaticScreenedKernel.static_screening
#print axioms StaticScreenedKernel.unscreened_iff
```

```
'StaticScreenedKernel.static_screening' depends on axioms: [propext, Classical.choice, Quot.sound]
'StaticScreenedKernel.unscreened_iff' depends on axioms: [propext, Classical.choice, Quot.sound]
```
